# For linear incident polarization perpendicular to the outgoing beam, the magnetic RIXS amplitude e·(m×n) gives a polarization-summed intensity |k·m|²

Let k be the unit direction of the outgoing beam, n a real unit vector for the incident polarization, and m the complex magnetic transition vector of one final state. For outgoing polarization e, I take the amplitude to be e·(m×n). The detector doesn't analyse polarization, so I add |e·(m×n)|² over two orthonormal polarizations e₁, e₂ perpendicular to k.

In sigma geometry n is perpendicular to the scattering plane, hence to k. The cross product m×n removes the component of m along n, so I would expect the other two components to show up in the intensity. Yet the rule I was given is |k·m|², with only one component in it. Where did the other one go, and does the rule survive when m is complex, as it is for a precessing moment?

## The missing component points along the outgoing beam

It is turned into a vector along k, and no outgoing polarization can pick that up. With n ⟂ k, the vectors n, k and k×n are orthonormal, so write

m = a n + b k + c (k×n), with b = k·m.

Since n×n = 0 and (k×n)×n = −k, this gives

m×n = b (k×n) − c k.

The first term is transverse to the outgoing beam and is detected in full. The second is longitudinal, and e₁ and e₂ are both perpendicular to it. The intensity is therefore |b|² = |k·m|², for complex m as well.

## The intensity for any incident polarization

The same result follows from a formula that doesn't assume n ⟂ k. Start with real m and put w = m×n. The vectors e₁, e₂, k are an orthonormal basis of three-dimensional space, so

(e₁·w)² + (e₂·w)² + (k·w)² = |w|².

Because k is a unit vector, |k×w|² = |w|² − (k·w)². Hence

(e₁·w)² + (e₂·w)² = |k×w|².

The triple product is k×(m×n) = (k·n) m − (k·m) n, and so

(e₁·w)² + (e₂·w)² = |(k·n) m − (k·m) n|².

Now let m = p + i q with p and q real. Since e and n are real,

e·(m×n) = e·(p×n) + i e·(q×n),

|e·(m×n)|² = (e·(p×n))² + (e·(q×n))².

There is no interference between p and q. Applying the real formula to each and adding the results gives, with the component index i running over 0, 1, 2,

I(n) = Σᵢ |(k·n) mᵢ − (k·m) nᵢ|².

Here k·m = Σᵢ kᵢ mᵢ is a complex number. Two choices of n are of interest.

**Sigma incidence.** With k·n = 0 and |n| = 1,

I(n) = |k·m|² Σᵢ nᵢ² = |k·m|².

Conversely, suppose that I(n) = |k·m|² holds for every m. Choose m = n. Then m×n = 0, so the intensity vanishes, and the rule demands (k·n)² = 0. For a unit n, the rule thus holds for all m exactly when n ⟂ k.

**Pi incidence at ninety degrees.** Here the incident polarization lies along the outgoing beam, n = k up to a sign that the intensity doesn't see. Expanding the square,

I(k) = Σᵢ |mᵢ − (k·m) kᵢ|² = |m|² − 2|k·m|² + |k·m|² = |m|² − |k·m|²,

where |m|² = Σᵢ |mᵢ|². This is the part of m perpendicular to the outgoing beam. The two incident polarizations together give

I(n) + I(k) = |m|².

For a single final state described by this purely magnetic amplitude, a sigma and a pi measurement at ninety degrees therefore separate the weight of the transition along the outgoing beam from the weight across it.

## A squared length that loses its conjugate

For real vectors, |m|² and m·m are the same thing. For complex m they differ, and carrying m·m over from the real formula gives wrong intensities. Take k along z and m = (1, i, 0), a moment precessing about the outgoing beam. Under pi incidence m×k = (i, −1, 0), so the intensity is 1 + 1 = 2, in agreement with |m|² − |k·m|². The unconjugated product gives m·m = 1 + i² = 0, which would make the transition invisible.

The Lean product `⬝ᵥ` doesn't conjugate either. This is why the complex statements below use sums of `Complex.normSq`, while the real ones can use a dot product of a vector with itself.

## The same statements in Lean

```lean
import Mathlib

open Matrix

namespace RIXSMagneticPolarization

noncomputable section

/-- The vectors `e₁`, `e₂` are an orthonormal basis of the plane perpendicular to the
unit outgoing direction `k`. -/
structure TransverseFrame (k e₁ e₂ : Fin 3 → ℝ) : Prop where
  unit_k : k ⬝ᵥ k = 1
  unit_one : e₁ ⬝ᵥ e₁ = 1
  unit_two : e₂ ⬝ᵥ e₂ = 1
  orth : e₁ ⬝ᵥ e₂ = 0
  one_k : e₁ ⬝ᵥ k = 0
  two_k : e₂ ⬝ᵥ k = 0

/-- A real vector regarded as a complex one. -/
def toC (v : Fin 3 → ℝ) : Fin 3 → ℂ := fun i => (v i : ℂ)

/-- The magnetic scattering amplitude `e · (m × n)` for incident polarization `n`, outgoing
polarization `e` and complex magnetic transition vector `m`. -/
def amplitude (e n : Fin 3 → ℝ) (m : Fin 3 → ℂ) : ℂ :=
  toC e ⬝ᵥ (m ⨯₃ toC n)

/-- The intensity summed over the two outgoing polarizations `e₁` and `e₂`. -/
def intensity (e₁ e₂ n : Fin 3 → ℝ) (m : Fin 3 → ℂ) : ℝ :=
  Complex.normSq (amplitude e₁ n m) + Complex.normSq (amplitude e₂ n m)

/-- The Cartesian axes `x`, `y` form a transverse frame for a beam leaving along `z`. -/
theorem transverseFrame_witness :
    TransverseFrame ![0, 0, 1] ![1, 0, 0] ![0, 1, 0] := by
  constructor <;> simp [dotProduct, Fin.sum_univ_three]

/-- The squared length of a real vector is the sum of its squared components along the two
transverse polarizations and the outgoing direction. -/
theorem frame_parseval {k e₁ e₂ : Fin 3 → ℝ} (h : TransverseFrame k e₁ e₂)
    (v : Fin 3 → ℝ) :
    (e₁ ⬝ᵥ v) ^ 2 + (e₂ ⬝ᵥ v) ^ 2 + (k ⬝ᵥ v) ^ 2 = v ⬝ᵥ v := by
  obtain ⟨h1, h2, h3, h4, h5, h6⟩ := h
  simp only [dotProduct, Fin.sum_univ_three] at h1 h2 h3 h4 h5 h6 ⊢
  -- orthonormal rows of a square matrix imply orthonormal columns
  let A : Matrix (Fin 3) (Fin 3) ℝ := Matrix.of ![e₁, e₂, k]
  have hA : A * Aᵀ = 1 := by
    ext i j
    fin_cases i <;> fin_cases j <;>
      simp [A, Matrix.mul_apply, Fin.sum_univ_three] <;> linarith
  have hB : Aᵀ * A = 1 := mul_eq_one_comm.mp hA
  have col (i j : Fin 3) :
      e₁ i * e₁ j + e₂ i * e₂ j + k i * k j = (1 : Matrix (Fin 3) (Fin 3) ℝ) i j := by
    rw [← hB]
    simp [A, Matrix.mul_apply, Fin.sum_univ_three]
  have c00 : e₁ 0 * e₁ 0 + e₂ 0 * e₂ 0 + k 0 * k 0 = 1 := by rw [col]; simp
  have c11 : e₁ 1 * e₁ 1 + e₂ 1 * e₂ 1 + k 1 * k 1 = 1 := by rw [col]; simp
  have c22 : e₁ 2 * e₁ 2 + e₂ 2 * e₂ 2 + k 2 * k 2 = 1 := by rw [col]; simp
  have c01 : e₁ 0 * e₁ 1 + e₂ 0 * e₂ 1 + k 0 * k 1 = 0 := by rw [col]; simp
  have c02 : e₁ 0 * e₁ 2 + e₂ 0 * e₂ 2 + k 0 * k 2 = 0 := by rw [col]; simp
  have c12 : e₁ 1 * e₁ 2 + e₂ 1 * e₂ 2 + k 1 * k 2 = 0 := by rw [col]; simp
  linear_combination v 0 ^ 2 * c00 + v 1 ^ 2 * c11 + v 2 ^ 2 * c22 +
    2 * v 0 * v 1 * c01 + 2 * v 0 * v 2 * c02 + 2 * v 1 * v 2 * c12

/-- For a real transition vector `m`, the sum over outgoing polarizations is the squared
length of `(k · n) m - (k · m) n`. -/
theorem real_polarization_sum {k e₁ e₂ : Fin 3 → ℝ} (h : TransverseFrame k e₁ e₂)
    (n m : Fin 3 → ℝ) :
    (e₁ ⬝ᵥ (m ⨯₃ n)) ^ 2 + (e₂ ⬝ᵥ (m ⨯₃ n)) ^ 2 =
      ((k ⬝ᵥ n) • m - (k ⬝ᵥ m) • n) ⬝ᵥ ((k ⬝ᵥ n) • m - (k ⬝ᵥ m) • n) := by
  have P := frame_parseval h (m ⨯₃ n)
  have hk := h.unit_k
  have c0 : (m ⨯₃ n) 0 = m 1 * n 2 - m 2 * n 1 := by simp [cross_apply]
  have c1 : (m ⨯₃ n) 1 = m 2 * n 0 - m 0 * n 2 := by simp [cross_apply]
  have c2 : (m ⨯₃ n) 2 = m 0 * n 1 - m 1 * n 0 := by simp [cross_apply]
  simp only [dotProduct, Fin.sum_univ_three, c0, c1, c2, Pi.sub_apply, Pi.smul_apply,
    smul_eq_mul] at P hk ⊢
  -- the right side is the squared length of k × (m × n)
  linear_combination P - ((m 1 * n 2 - m 2 * n 1) ^ 2 + (m 2 * n 0 - m 0 * n 2) ^ 2 +
    (m 0 * n 1 - m 1 * n 0) ^ 2) * hk

/-- The real and imaginary parts of the transition vector contribute separately to the
squared modulus of the amplitude. -/
theorem normSq_amplitude (e n : Fin 3 → ℝ) (m : Fin 3 → ℂ) :
    Complex.normSq (amplitude e n m) =
      (e ⬝ᵥ ((fun i => (m i).re) ⨯₃ n)) ^ 2 + (e ⬝ᵥ ((fun i => (m i).im) ⨯₃ n)) ^ 2 := by
  simp [amplitude, toC, dotProduct, Fin.sum_univ_three, cross_apply, Complex.normSq_apply]
  ring

/-- For any incident polarization `n` and complex transition vector `m`, the intensity summed
over outgoing polarizations is the squared norm of `(k · n) m - (k · m) n`. -/
theorem intensity_eq {k e₁ e₂ : Fin 3 → ℝ} (h : TransverseFrame k e₁ e₂)
    (n : Fin 3 → ℝ) (m : Fin 3 → ℂ) :
    intensity e₁ e₂ n m =
      ∑ i, Complex.normSq (((k ⬝ᵥ n : ℝ) : ℂ) * m i - (toC k ⬝ᵥ m) * (n i : ℂ)) := by
  have hR := real_polarization_sum h n (fun i => (m i).re)
  have hI := real_polarization_sum h n (fun i => (m i).im)
  rw [intensity, normSq_amplitude, normSq_amplitude]
  trans ((e₁ ⬝ᵥ ((fun i => (m i).re) ⨯₃ n)) ^ 2 + (e₂ ⬝ᵥ ((fun i => (m i).re) ⨯₃ n)) ^ 2) +
    ((e₁ ⬝ᵥ ((fun i => (m i).im) ⨯₃ n)) ^ 2 + (e₂ ⬝ᵥ ((fun i => (m i).im) ⨯₃ n)) ^ 2)
  · ring
  rw [hR, hI]
  simp only [toC, dotProduct, Fin.sum_univ_three, Complex.normSq_apply, Complex.sub_re,
    Complex.sub_im, Complex.mul_re, Complex.mul_im, Complex.add_re, Complex.add_im,
    Complex.ofReal_re, Complex.ofReal_im, Pi.sub_apply, Pi.smul_apply, smul_eq_mul]
  ring

/-- Sigma incidence: for a unit incident polarization perpendicular to the outgoing direction
`k`, the intensity summed over outgoing polarizations is `|k · m|²`. -/
theorem sigma_intensity {k e₁ e₂ n : Fin 3 → ℝ} (h : TransverseFrame k e₁ e₂)
    (hn : n ⬝ᵥ n = 1) (hkn : k ⬝ᵥ n = 0) (m : Fin 3 → ℂ) :
    intensity e₁ e₂ n m = Complex.normSq (toC k ⬝ᵥ m) := by
  rw [intensity_eq h, hkn]
  simp only [dotProduct, Fin.sum_univ_three] at hn
  simp only [Complex.ofReal_zero, zero_mul, zero_sub, Complex.normSq_neg,
    Complex.normSq_mul, Complex.normSq_ofReal, Fin.sum_univ_three]
  linear_combination Complex.normSq (toC k ⬝ᵥ m) * hn

/-- For a unit incident polarization `n`, the intensity equals `|k · m|²` for every transition
vector `m` exactly when `n` is perpendicular to the outgoing direction `k`. -/
theorem sigma_rule_iff {k e₁ e₂ n : Fin 3 → ℝ} (h : TransverseFrame k e₁ e₂)
    (hn : n ⬝ᵥ n = 1) :
    (∀ m, intensity e₁ e₂ n m = Complex.normSq (toC k ⬝ᵥ m)) ↔ k ⬝ᵥ n = 0 := by
  refine ⟨fun H => ?_, fun hkn m => sigma_intensity h hn hkn m⟩
  -- a transition vector along n scatters nothing
  have H0 := H (toC n)
  have hz : intensity e₁ e₂ n (toC n) = 0 := by
    simp [intensity, amplitude, cross_self]
  have hc : toC k ⬝ᵥ toC n = ((k ⬝ᵥ n : ℝ) : ℂ) := by
    simp [toC, dotProduct]
  rw [hz, hc, Complex.normSq_ofReal] at H0
  exact mul_self_eq_zero.mp H0.symm

/-- Pi incidence at ninety-degree scattering: for incident polarization along the outgoing
direction `k`, the summed intensity is `|m|² - |k · m|²`. -/
theorem pi_intensity {k e₁ e₂ : Fin 3 → ℝ} (h : TransverseFrame k e₁ e₂)
    (m : Fin 3 → ℂ) :
    intensity e₁ e₂ k m =
      ∑ i, Complex.normSq (m i) - Complex.normSq (toC k ⬝ᵥ m) := by
  have hk := h.unit_k
  rw [intensity_eq h, hk]
  simp only [dotProduct, Fin.sum_univ_three] at hk
  simp only [Complex.ofReal_one, one_mul, toC, dotProduct, Fin.sum_univ_three,
    Complex.normSq_apply, Complex.sub_re, Complex.sub_im, Complex.mul_re, Complex.mul_im,
    Complex.add_re, Complex.add_im, Complex.ofReal_re, Complex.ofReal_im]
  linear_combination ((k 0 * (m 0).re + k 1 * (m 1).re + k 2 * (m 2).re) ^ 2 +
    (k 0 * (m 0).im + k 1 * (m 1).im + k 2 * (m 2).im) ^ 2) * hk

/-- At ninety-degree scattering the intensities for sigma polarization `n` (a unit vector
perpendicular to `k`) and pi polarization `k` add up to `|m|²`. -/
theorem sigma_add_pi {k e₁ e₂ n : Fin 3 → ℝ} (h : TransverseFrame k e₁ e₂)
    (hn : n ⬝ᵥ n = 1) (hkn : k ⬝ᵥ n = 0) (m : Fin 3 → ℂ) :
    intensity e₁ e₂ n m + intensity e₁ e₂ k m = ∑ i, Complex.normSq (m i) := by
  rw [sigma_intensity h hn hkn, pi_intensity h]
  ring

end

end RIXSMagneticPolarization
```

```lean
#print axioms RIXSMagneticPolarization.sigma_intensity
#print axioms RIXSMagneticPolarization.sigma_rule_iff
#print axioms RIXSMagneticPolarization.sigma_add_pi
```

```
'RIXSMagneticPolarization.sigma_intensity' depends on axioms: [propext, Classical.choice, Quot.sound]
'RIXSMagneticPolarization.sigma_rule_iff' depends on axioms: [propext, Classical.choice, Quot.sound]
'RIXSMagneticPolarization.sigma_add_pi' depends on axioms: [propext, Classical.choice, Quot.sound]
```

## What the definitions and theorems say

Directions and polarizations have type `Fin 3 → ℝ`, that is, three real Cartesian components numbered 0, 1, 2. The transition vector in the main theorems has type `Fin 3 → ℂ`. The symbol `⬝ᵥ` is the dot product, `⨯₃` the cross product, and `toC` regards a real vector as a complex one so that it can be combined with `m`.

`TransverseFrame k e₁ e₂` collects the six conditions on the outgoing side: three unit lengths and three orthogonality relations. It fixes no handedness. `transverseFrame_witness` shows that the x and y axes satisfy these conditions for a beam leaving along z.

`amplitude e n m` is e·(m×n), and `intensity e₁ e₂ n m` is the sum of its squared moduli over the two outgoing polarizations. Writing n×m instead would change only the sign of the amplitude, and with it nothing in the intensity.

The theorems about intensities then read as follows.

- `intensity_eq` is the general formula. It holds for every real `n`, whether or not it has unit length.
- `sigma_intensity` assumes `hn`, that n is a unit vector, and `hkn`, that it is perpendicular to k, and concludes that the intensity is |k·m|².
- `sigma_rule_iff` keeps `hn` and states that the rule holds for all complex m if and only if `k ⬝ᵥ n = 0`.
- `pi_intensity` puts k itself in the place of the incident polarization.
- `sigma_add_pi` adds the sigma and pi intensities.

The incident beam direction doesn't appear in the file. Sigma geometry enters only through n ⟂ k, and ninety-degree pi geometry only through n = k.

The form of the amplitude is postulated. It stands for the antisymmetric part of the polarization dependence of resonant scattering, with matrix elements and resonance denominators absorbed into m. Charge scattering proportional to e·n and terms symmetric in the two polarizations are left out, and so is self-absorption in the sample. The incident polarization is real, so the theorems concern linearly polarized light. They also treat one vector m at a time; a spectrum with several final states needs one such vector for each.

## From the orthonormal frame to the sigma rule

`frame_parseval` proves the decomposition of |v|² for a real vector v. It places e₁, e₂, k in the rows of a matrix `A`. The frame conditions say that `A * Aᵀ = 1`, and for a square matrix `mul_eq_one_comm` turns this into `Aᵀ * A = 1`: the columns are orthonormal too. Written out in components, that is the completeness relation `col`. The six relations `c00` to `c12` are its independent entries, and the final `linear_combination` weights them with products of the components of v to assemble |v|².

`real_polarization_sum` applies this to m×n; the instance is called `P`. The last line combines `P` with the unit length of k, `hk`, multiplied by |m×n|². What remains is a polynomial identity in the components, equivalent to the relation |k×w|² = |k|²|w|² − (k·w)² together with the triple product, and `linear_combination` verifies it by algebra.

`normSq_amplitude` is the separation of real and imaginary parts. The `simp` call expands the products into components, and `ring` confirms that the two sides agree.

In `intensity_eq`, the real formula is used twice, as `hR` for the real part of m and as `hI` for the imaginary part. The `trans` step regroups the four squares so that the two outgoing polarizations stand together for each part. Both formulas are then inserted, and a last expansion identifies the result with the sum of squared moduli.

For `sigma_intensity`, rewriting with `hkn` removes the term (k·n) m. The remaining sum is |k·m|² times n₀² + n₁² + n₂², and `hn` replaces that factor by 1.

In `sigma_rule_iff`, one direction is `sigma_intensity`. For the other, the assumed rule is evaluated at `toC n`. The lemma `cross_self` makes the intensity zero, which leaves (k·n)² = 0 and hence k·n = 0.

`pi_intensity` sets n = k in the general formula and expands. Its closing `linear_combination` multiplies the condition |k|² = 1 by |k·m|², which is the replacement made in the last term of the expanded square above. `sigma_add_pi` substitutes the two intensities, and |k·m|² cancels.
